# Born-rule interference of finitely many path amplitudes is pairwise

To find the intensity at a detector with many paths open, one can add the single-path intensities and then a correction for each pair. No correction for triples or larger groups is needed, provided that the paths are finite in number and each amplitude is unaffected by which other paths are open. The same bookkeeping applies to the transition probability from a discretised real-time path integral with finitely many paths between one fixed initial state and one fixed final state.

## Cancellation from three paths onwards

Let path i have complex amplitude a_i. With the set A of paths open, the intensity is

P(A) = |∑_{i∈A} a_i|².

The interference term of a finite set S is

I(S) = ∑_{A⊆S} (−1)^|A| P(A),

where |A| is the number of paths in A. For two distinct paths, since P(∅) = 0,

I({i,j}) = |a_i + a_j|² − |a_i|² − |a_j|² = 2 Re(a_i conj(a_j)).

Now let S contain at least three paths. Split off x, y and z, and call the rest R. Every subset of S is a subset A of R together with some of x, y, z. Fix A, let s be its summed amplitude, and write q(w) = |w|². The eight corresponding terms are (−1)^|A| times

q(s) − q(s+a_x) − q(s+a_y) − q(s+a_z)
+ q(s+a_x+a_y) + q(s+a_x+a_z) + q(s+a_y+a_z)
− q(s+a_x+a_y+a_z).

This is minus the third difference of q. The first difference is

q(s+a_x) − q(s) = |a_x|² + 2 Re(s conj(a_x)).

Shifting s by a_y and subtracting leaves 2 Re(a_y conj(a_x)), which no longer depends on s. Shifting by a_z and subtracting therefore gives zero. This holds for every A, so I(S) = 0.

The total intensity follows by expanding the square and separating the diagonal:

P(S) = ∑_{i∈S} ∑_{j∈S} Re(a_i conj(a_j))
= ∑_{i∈S} |a_i|² + ½ ∑_{i∈S} ∑_{j∈S, j≠i} I({i,j}).

The factor ½ compensates for counting each pair in both orders.

## Amplitudes 1, i and 2

Here i is the imaginary unit, not a path label. The single-path intensities are 1, 1 and 4. The pairs give |1+i|² = 2, |1+2|² = 9 and |i+2|² = 5, and all three paths give |3+i|² = 10. Hence

I = 0 − (1+1+4) + (2+9+5) − 10 = 0.

The pair terms are 0, 4 and 0, so the total is recovered as 6 + 4 = 10.

## Paths and intensities in Lean

The type `ι` labels the paths. It may be infinite, but only finite sets of paths are ever open.

```lean
import Mathlib

open ComplexConjugate

namespace PathInterference

noncomputable section

variable {ι : Type*}
```

The function `a : ι → ℂ` assigns the amplitudes. Because it does not depend on `A`, opening one path leaves the other amplitudes unchanged; this is an idealisation of real slits. Intensities are not normalised to probabilities.

```lean
/-- The Born-rule intensity when exactly the paths in `A` are open: the squared modulus of
the summed amplitudes. -/
def intensity (a : ι → ℂ) (A : Finset ι) : ℝ := ‖∑ i ∈ A, a i‖ ^ 2
```

The interference term is defined for any real-valued rule `P`, so that other rules can be compared with the Born rule.

```lean
/-- The interference term of the set of paths `S` for an intensity rule `P`: the sum of `P`
over all subsets of `S`, with sign given by the parity of the number of open paths. -/
def interference (P : Finset ι → ℝ) (S : Finset ι) : ℝ :=
  ∑ A ∈ S.powerset, (-1 : ℝ) ^ A.card * P A
```

## Opening one more path

The subsets of `insert x S` either omit x or contain it, and including x reverses the sign. The lemma expresses this as a difference between two interference terms.

```lean
variable [DecidableEq ι]

/-- Adding a path `x` to `S` gives the interference term of `S` with `x` closed minus that
with `x` open, for any intensity rule. -/
theorem interference_insert (P : Finset ι → ℝ) {x : ι} {S : Finset ι} (hx : x ∉ S) :
    interference P (insert x S) =
      interference P S - interference (fun A => P (insert x A)) S := by
  unfold interference
  rw [Finset.sum_powerset_insert hx, sub_eq_add_neg, ← Finset.sum_neg_distrib]
  congr 1
  refine Finset.sum_congr rfl fun A hA => ?_
  have hxA : x ∉ A := fun h => hx (Finset.mem_powerset.mp hA h)
  rw [Finset.card_insert_of_notMem hxA, pow_succ]
  ring
```

Using it twice reduces the two-path term to four intensities. Expansion into real and imaginary parts then gives the cross term. The hypothesis `i ≠ j` ensures that there really are two paths.

```lean
/-- The interference term of two distinct paths is twice the real part of one amplitude
times the conjugate of the other. -/
theorem two_path_interference (a : ι → ℂ) {i j : ι} (hij : i ≠ j) :
    interference (intensity a) {i, j} = 2 * (a i * conj (a j)).re := by
  have e : ({i, j} : Finset ι) = insert i (insert j ∅) := by simp
  have hi : i ∉ insert j (∅ : Finset ι) := by simp [hij]
  have hj : j ∉ (∅ : Finset ι) := Finset.notMem_empty j
  have hi' : i ∉ (∅ : Finset ι) := Finset.notMem_empty i
  rw [e]
  simp only [interference_insert _ hi, interference_insert _ hj]
  simp only [interference, Finset.powerset_empty, Finset.sum_singleton, Finset.card_empty,
    pow_zero, one_mul, intensity, Finset.sum_insert hi, Finset.sum_insert hj,
    Finset.sum_insert hi', Finset.sum_empty, add_zero]
  simp only [Complex.sq_norm, Complex.normSq_apply, Complex.add_re, Complex.add_im,
    Complex.zero_re, Complex.zero_im, Complex.mul_re, Complex.conj_re, Complex.conj_im]
  ring
```

## The third difference in the proof

The condition `3 ≤ S.card` lets the proof extract x, y and z, leaving `R`. Three uses of the insertion lemma produce the eight signed intensities for each subset `A` of `R`. The non-membership facts allow each amplitude to be separated from its sum, and `ring` carries out the cancellation.

```lean
/-- For any finite set of at least three paths with complex amplitudes, the Born-rule
interference term vanishes. -/
theorem no_higher_order_interference (a : ι → ℂ) {S : Finset ι} (hS : 3 ≤ S.card) :
    interference (intensity a) S = 0 := by
  -- split off three paths x, y, z from the rest R
  obtain ⟨k, hk⟩ := Nat.exists_eq_add_of_le' hS
  obtain ⟨x, S₁, hx, rfl, h₁⟩ := Finset.card_eq_succ.mp hk
  obtain ⟨y, S₂, hy, rfl, h₂⟩ := Finset.card_eq_succ.mp h₁
  obtain ⟨z, R, hz, rfl, -⟩ := Finset.card_eq_succ.mp h₂
  simp only [interference_insert _ hx, interference_insert _ hy, interference_insert _ hz]
  simp only [interference, ← Finset.sum_sub_distrib]
  refine Finset.sum_eq_zero fun A hA => ?_
  have hAR := Finset.mem_powerset.mp hA
  have hzA : z ∉ A := fun h => hz (hAR h)
  have hyz : y ∉ insert z A := fun h => hy (Finset.insert_subset_insert z hAR h)
  have hyA : y ∉ A := fun h => hyz (Finset.mem_insert_of_mem h)
  have hxyz : x ∉ insert y (insert z A) := fun h =>
    hx (Finset.insert_subset_insert y (Finset.insert_subset_insert z hAR) h)
  have hxz : x ∉ insert z A := fun h => hxyz (Finset.mem_insert_of_mem h)
  have hxA : x ∉ A := fun h => hxz (Finset.mem_insert_of_mem h)
  have hxy : x ∉ insert y A := fun h => hxyz (by
    simp only [Finset.mem_insert] at h ⊢
    tauto)
  simp only [intensity, Finset.sum_insert hxyz, Finset.sum_insert hxy,
    Finset.sum_insert hxz, Finset.sum_insert hxA, Finset.sum_insert hyz,
    Finset.sum_insert hyA, Finset.sum_insert hzA]
  -- the third difference of a quadratic function is zero
  simp only [Complex.sq_norm, Complex.normSq_apply, Complex.add_re, Complex.add_im]
  ring
```

For n numbered paths, S is the whole of `Fin n`, and the sum runs over all its subsets.

```lean
/-- For `n ≥ 3` numbered path amplitudes, add up the squared modulus of the summed amplitude over
all subsets of the paths, with sign given by the parity of the subset's size: the result is zero. -/
theorem alternating_sum_eq_zero {n : ℕ} (hn : 3 ≤ n) (a : Fin n → ℂ) :
    ∑ A : Finset (Fin n), (-1 : ℝ) ^ A.card * ‖∑ i ∈ A, a i‖ ^ 2 = 0 := by
  have h := no_higher_order_interference a (S := Finset.univ) (by simpa using hn)
  simpa only [interference, intensity, Finset.powerset_univ] using h
```

## Total intensity from singles and pairs

For fixed i, the proof adds the diagonal term to complete the sum over j, then subtracts it again. Summing over i reconstructs the squared modulus. The identity holds for every finite `S`, including the empty set.

```lean
/-- The intensity with all paths in `S` open is the sum of the single-path intensities plus
half the sum of the two-path interference terms over ordered pairs of distinct paths. -/
theorem intensity_eq_singles_add_pairs (a : ι → ℂ) (S : Finset ι) :
    intensity a S = ∑ i ∈ S, ‖a i‖ ^ 2 +
      (1 / 2) * ∑ i ∈ S, ∑ j ∈ S.erase i, interference (intensity a) {i, j} := by
  -- for fixed i, complete the sum over j and subtract the diagonal term
  have h : ∀ i ∈ S, ∑ j ∈ S.erase i, interference (intensity a) {i, j} =
      2 * (a i * conj (∑ j ∈ S, a j)).re - 2 * ‖a i‖ ^ 2 := by
    intro i hi
    rw [Finset.sum_congr rfl fun j hj =>
      two_path_interference a (Finset.ne_of_mem_erase hj).symm]
    have h₁ : 2 * (a i * conj (a i)).re + ∑ j ∈ S.erase i, 2 * (a i * conj (a j)).re =
        ∑ j ∈ S, 2 * (a i * conj (a j)).re :=
      Finset.add_sum_erase S (fun j => 2 * (a i * conj (a j)).re) hi
    have h₂ : ∑ j ∈ S, 2 * (a i * conj (a j)).re =
        2 * (a i * conj (∑ j ∈ S, a j)).re := by
      rw [map_sum, Finset.mul_sum, Complex.re_sum, Finset.mul_sum]
    have h₃ : (a i * conj (a i)).re = ‖a i‖ ^ 2 := by
      rw [Complex.mul_conj, Complex.ofReal_re, Complex.normSq_eq_norm_sq]
    linarith
  rw [Finset.sum_congr rfl h, Finset.sum_sub_distrib, ← Finset.mul_sum, ← Finset.mul_sum,
    ← Complex.re_sum, ← Finset.sum_mul, Complex.mul_conj, Complex.ofReal_re,
    Complex.normSq_eq_norm_sq]
  unfold intensity
  ring
```

## A quartic rule breaks the cancellation

If intensity were the fourth power of the modulus, three amplitudes all equal to 1 would give

0 − 3·1⁴ + 3·2⁴ − 3⁴ = −36.

Adding amplitudes is therefore not enough for the cancellation; the intensity rule matters too. In Lean, the summed amplitude becomes the number of open paths, and `decide +kernel` evaluates the resulting integer sum over eight subsets.

```lean
/-- If the intensity were the fourth power of the modulus, three paths of amplitude `1` each would
have the interference term `-36`. -/
theorem quartic_rule_three_path_interference :
    interference (fun A : Finset (Fin 3) => ‖∑ _i ∈ A, (1 : ℂ)‖ ^ 4) Finset.univ = -36 := by
  -- the summed amplitude is the number of open paths, so this is a finite count
  have h : ∑ A : Finset (Fin 3), (-1 : ℤ) ^ A.card * (A.card : ℤ) ^ 4 = -36 := by
    decide +kernel
  simp only [interference, Finset.powerset_univ, Finset.sum_const, nsmul_eq_mul, mul_one,
    Complex.norm_natCast]
  exact_mod_cast h

end

end PathInterference
```

```lean
#print axioms PathInterference.alternating_sum_eq_zero
-- 'PathInterference.alternating_sum_eq_zero' depends on axioms: [propext, Classical.choice, Quot.sound]
#print axioms PathInterference.intensity_eq_singles_add_pairs
-- 'PathInterference.intensity_eq_singles_add_pairs' depends on axioms: [propext, Classical.choice, Quot.sound]
#print axioms PathInterference.quartic_rule_three_path_interference
-- 'PathInterference.quartic_rule_three_path_interference' depends on axioms: [propext, Classical.choice, Quot.sound]
```
